# Which six nonzero Poisson ratios a stable orthotropic solid can have

Pull an orthotropic crystal along one of its three axes and it usually changes length along the other two. Which sets of six Poisson ratios can such a solid have? The answer depends on what counts as a solid, and here it is a real $3\times3$ compliance block $S$, which gives the normal strains $\varepsilon_i=\sum_j S_{ij}\sigma_j$ for normal stresses $\sigma_j$. The block is called stable if it is symmetric and $\sigma\cdot S\sigma>0$ for every $\sigma\neq0$. This quantity is twice the elastic energy density, so no normal load is free of energy cost.

The axes are numbered 0, 1, 2. The ratios are $\nu_{ij}=-S_{ij}/S_{ii}$ for $i\neq j$, with the load along $i$ and the response along $j$; some texts swap the indices. Six nonzero numbers are the ratios of some stable $S$ exactly when

- each of $\nu_{01}\nu_{10}$, $\nu_{12}\nu_{21}$, $\nu_{20}\nu_{02}$ lies strictly between 0 and 1,
- $\nu_{01}\nu_{12}\nu_{20}=\nu_{10}\nu_{21}\nu_{02}$, and
- $\Delta=1-\nu_{01}\nu_{10}-\nu_{12}\nu_{21}-\nu_{20}\nu_{02}-2\nu_{01}\nu_{12}\nu_{20}>0$.

Within linear elasticity, this can screen a reported set of all six ratios for consistency, even if no modulus is given. With rounded data the equality holds only approximately.

## From positive energy to conditions on the ratios

Let $S$ be stable. A unit stress along axis $i$ gives $S_{ii}>0$. The stress $(-S_{01},S_{00},0)$ gives
$$S_{00}\,(S_{00}S_{11}-S_{01}^2)>0,$$
so $D=S_{00}S_{11}-S_{01}^2$ is positive, and likewise for the other pairs. The stress
$$\sigma^*=(S_{01}S_{12}-S_{11}S_{02},\;S_{01}S_{02}-S_{00}S_{12},\;D)$$
produces the strain $(0,0,\det S)$. Hence $\sigma^*\cdot S\sigma^*=D\det S>0$, and $\det S>0$.

By symmetry $\nu_{ij}\nu_{ji}=S_{ij}^2/(S_{ii}S_{jj})$, which is below 1 by the pair minors and positive if the ratios are nonzero. Both sides of the cyclic identity equal $-S_{01}S_{12}S_{02}/(S_{00}S_{11}S_{22})$. Finally,
$$\det S=S_{00}S_{11}S_{22}+2S_{01}S_{12}S_{02}-S_{00}S_{12}^2-S_{11}S_{02}^2-S_{22}S_{01}^2=S_{00}S_{11}S_{22}\,\Delta,$$
so $\Delta>0$.

## Building a compliance from the ratios

Conversely, let the conditions hold. We need diagonal entries $a,b,c>0$ that make the off-diagonal entries $-\nu_{ij}S_{ii}$ symmetric:
$$\nu_{01}a=\nu_{10}b,\qquad \nu_{12}b=\nu_{21}c,\qquad \nu_{20}c=\nu_{02}a.$$
The quotients $r=\nu_{01}/\nu_{10}$, $s=\nu_{12}/\nu_{21}$ and $t=\nu_{20}/\nu_{02}$ are positive because the products are. Take $(a,b,c)=(1,r,rs)$. The first two equations hold at once, and the third requires $rst=1$, which is the cyclic identity. If instead both ratios of a pair vanish, its equation reads $0=0$, and the other two can always be solved.

The resulting $S$ has $S_{00}=a>0$, $D=ab(1-\nu_{01}\nu_{10})>0$ and $\det S=abc\,\Delta>0$. Completing squares gives
$$\begin{aligned}S_{00}D\,(\sigma\cdot S\sigma)={}&D(S_{00}\sigma_0+S_{01}\sigma_1+S_{02}\sigma_2)^2\\&+\bigl(D\sigma_1+(S_{00}S_{12}-S_{01}S_{02})\sigma_2\bigr)^2+S_{00}\det S\,\sigma_2^2.\end{aligned}$$
If $\sigma_2\neq0$, the last term is positive. If $\sigma_2=0\neq\sigma_1$, the second is, and if only $\sigma_0$ is nonzero, the first is. So $S$ is stable.

## Overall scale and equal ratios

If $\nu_{10}$ and $\nu_{20}$ are nonzero, symmetry gives $S_{11}=\nu_{01}S_{00}/\nu_{10}$ and $S_{22}=\nu_{02}S_{00}/\nu_{20}$. The off-diagonal entries follow, so the ratios fix $S$ up to one positive factor.

If all six ratios equal $p$, then $\Delta=(1+p)^2(1-2p)$. Positivity gives $p<1/2$, and $p^2<1$ gives $p>-1$. Conversely, $-1<p<1/2$ satisfies every condition, with $p=0$ as the uncoupled case. This is the familiar isotropic range. For equal diagonal entries held fixed, the limit $p\to1/2$ is incompressibility, where hydrostatic stress produces no strain. At $p\to-1$ it is the traceless normal stresses that produce none.

## Stability and ratios in Lean

```lean
import Mathlib

open Matrix

namespace OrthotropicPoissonRatios
```

`Fin 3` supplies the axis labels 0, 1, 2. In the next definition `σ ⬝ᵥ S *ᵥ σ` is $\sigma\cdot S\sigma$.

```lean
/-- A normal compliance block is stable if it is symmetric and every nonzero normal stress
stores positive elastic energy. -/
def Stable (S : Matrix (Fin 3) (Fin 3) ℝ) : Prop :=
  S.IsSymm ∧ ∀ σ : Fin 3 → ℝ, σ ≠ 0 → 0 < σ ⬝ᵥ S *ᵥ σ
```

The table `ν` also has diagonal entries, which are ignored. The division is meaningful for stable $S$, whose diagonal is positive.

```lean
/-- The table `ν` lists the Poisson ratios `ν_ij = -S_ij / S_ii` (`i ≠ j`) of the compliance `S`,
whose diagonal entries are meant to be nonzero. -/
def HasRatios (S : Matrix (Fin 3) (Fin 3) ℝ) (ν : Fin 3 → Fin 3 → ℝ) : Prop :=
  ∀ i j, i ≠ j → ν i j = -S i j / S i i
```

Realizability asks for a stable compliance matrix; whether some actual crystal has that matrix is a separate question. Shear is left out: in an orthotropic solid it decouples from the normal block, and full stability also needs three positive shear compliances.

```lean
/-- Poisson ratios are realizable if some stable compliance block has them. -/
def Realizable (ν : Fin 3 → Fin 3 → ℝ) : Prop :=
  ∃ S, Stable S ∧ HasRatios S ν
```

`Compatible` admits uncoupled pairs, so that zero ratios can be treated together with nonzero ones.

```lean
/-- The two ratios of a pair of axes are compatible if both vanish or their product lies
strictly between 0 and 1. -/
def Compatible (a b : ℝ) : Prop :=
  (a = 0 ∧ b = 0) ∨ a * b ∈ Set.Ioo (0 : ℝ) 1
```

## Energy, minors and determinant

The energy is first expanded into six terms, using symmetry to merge the mixed ones.

```lean
/-- Twice the elastic energy of a normal stress, written out for a symmetric compliance. -/
theorem energy_eq {S : Matrix (Fin 3) (Fin 3) ℝ} (hS : S.IsSymm) (x : Fin 3 → ℝ) :
    x ⬝ᵥ S *ᵥ x = S 0 0 * x 0 ^ 2 + S 1 1 * x 1 ^ 2 + S 2 2 * x 2 ^ 2
      + 2 * S 0 1 * x 0 * x 1 + 2 * S 0 2 * x 0 * x 2 + 2 * S 1 2 * x 1 * x 2 := by
  simp only [dotProduct, Matrix.mulVec, Fin.sum_univ_three]
  rw [hS.apply 0 1, hS.apply 0 2, hS.apply 1 2]
  ring
```

`Stable.minors_pos` inserts the test stresses of the derivation. `hq` is the positive energy in coordinates. Each minor is obtained by proving its product with a known positive factor positive, which `linarith` reads off from the energy of the chosen stress.

```lean
/-- A stable compliance has positive diagonal entries, positive two-axis minors and a positive
determinant. -/
theorem Stable.minors_pos {S : Matrix (Fin 3) (Fin 3) ℝ} (h : Stable S) :
    (∀ i, 0 < S i i) ∧ S 0 1 ^ 2 < S 0 0 * S 1 1 ∧ S 1 2 ^ 2 < S 1 1 * S 2 2 ∧
      S 0 2 ^ 2 < S 0 0 * S 2 2 ∧ 0 < S.det := by
  have hq : ∀ x y z : ℝ, ![x, y, z] ≠ 0 →
      0 < S 0 0 * x ^ 2 + S 1 1 * y ^ 2 + S 2 2 * z ^ 2
        + 2 * S 0 1 * x * y + 2 * S 0 2 * x * z + 2 * S 1 2 * y * z := by
    intro x y z hne
    have := h.2 ![x, y, z] hne
    rw [energy_eq h.1] at this
    exact this
  -- uniaxial stresses
  have a0 : 0 < S 0 0 := by linarith [hq 1 0 0 (by simp)]
  have a1 : 0 < S 1 1 := by linarith [hq 0 1 0 (by simp)]
  have a2 : 0 < S 2 2 := by linarith [hq 0 0 1 (by simp)]
  -- biaxial stresses
  have m01 : 0 < S 0 0 * S 1 1 - S 0 1 ^ 2 := by
    refine (mul_pos_iff_of_pos_left a0).1 ?_
    linarith [hq (-S 0 1) (S 0 0) 0 (fun e => a0.ne' (congrFun e 1))]
  have m12 : 0 < S 1 1 * S 2 2 - S 1 2 ^ 2 := by
    refine (mul_pos_iff_of_pos_left a1).1 ?_
    linarith [hq 0 (-S 1 2) (S 1 1) (fun e => a1.ne' (congrFun e 2))]
  have m02 : 0 < S 0 0 * S 2 2 - S 0 2 ^ 2 := by
    refine (mul_pos_iff_of_pos_left a0).1 ?_
    linarith [hq (-S 0 2) 0 (S 0 0) (fun e => a0.ne' (congrFun e 2))]
  refine ⟨?_, by linarith, by linarith, by linarith, ?_⟩
  · intro i
    fin_cases i
    exacts [a0, a1, a2]
  · -- the stress that strains the third axis only
    refine (mul_pos_iff_of_pos_left m01).1 ?_
    rw [Matrix.det_fin_three, h.1.apply 0 1, h.1.apply 0 2, h.1.apply 1 2]
    linarith [hq (S 0 1 * S 1 2 - S 1 1 * S 0 2) (S 0 1 * S 0 2 - S 0 0 * S 1 2)
      (S 0 0 * S 1 1 - S 0 1 ^ 2) (fun e => m01.ne' (congrFun e 2))]
```

The converse splits on whether $\sigma_2$ and $\sigma_1$ vanish. In the last case `h1`, `h2` and `h3` are the three squared terms of the identity above.

```lean
/-- A symmetric compliance with positive leading minors is stable. -/
theorem stable_of_minors {S : Matrix (Fin 3) (Fin 3) ℝ} (hS : S.IsSymm) (ha : 0 < S 0 0)
    (hm : 0 < S 0 0 * S 1 1 - S 0 1 ^ 2) (hd : 0 < S.det) : Stable S := by
  refine ⟨hS, fun x hx => ?_⟩
  rw [energy_eq hS]
  rw [Matrix.det_fin_three, hS.apply 0 1, hS.apply 0 2, hS.apply 1 2] at hd
  by_cases hz : x 2 = 0
  · by_cases hy : x 1 = 0
    · have h0 : x 0 ≠ 0 := by
        intro h0
        apply hx
        ext i
        fin_cases i
        exacts [h0, hy, hz]
      have := mul_pos ha (pow_pos (abs_pos.2 h0) 2)
      rw [sq_abs] at this
      rw [hy, hz]
      linarith
    · have h1 := mul_pos hm (sq_pos_of_ne_zero hy)
      have h2 := sq_nonneg (S 0 0 * x 0 + S 0 1 * x 1)
      refine (mul_pos_iff_of_pos_left ha).1 ?_
      rw [hz]
      linarith
  · -- complete the squares
    have h1 := mul_nonneg hm.le (sq_nonneg (S 0 0 * x 0 + S 0 1 * x 1 + S 0 2 * x 2))
    have h2 := sq_nonneg ((S 0 0 * S 1 1 - S 0 1 ^ 2) * x 1
      + (S 0 0 * S 1 2 - S 0 1 * S 0 2) * x 2)
    have h3 := mul_pos (mul_pos ha hd) (sq_pos_of_ne_zero hz)
    refine (mul_pos_iff_of_pos_left (mul_pos ha hm)).1 ?_
    linarith
```

The factorisation of the determinant uses the cyclic identity to merge the two triple products, hence the hypothesis `hc`.

```lean
/-- If the ratios obey the cyclic identity, the determinant of the compliance is the product of
its diagonal entries and an expression in the ratios alone. -/
theorem det_eq {S : Matrix (Fin 3) (Fin 3) ℝ} {ν : Fin 3 → Fin 3 → ℝ}
    (h : ∀ i j, i ≠ j → S i j = -(ν i j * S i i))
    (hc : ν 0 1 * ν 1 2 * ν 2 0 = ν 1 0 * ν 2 1 * ν 0 2) :
    S.det = S 0 0 * S 1 1 * S 2 2 * (1 - ν 0 1 * ν 1 0 - ν 1 2 * ν 2 1 - ν 2 0 * ν 0 2
      - 2 * (ν 0 1 * ν 1 2 * ν 2 0)) := by
  rw [Matrix.det_fin_three, h 0 1 (by decide), h 0 2 (by decide), h 1 0 (by decide),
    h 1 2 (by decide), h 2 0 (by decide), h 2 1 (by decide)]
  linear_combination (S 0 0 * S 1 1 * S 2 2) * hc
```

## Pairs of ratios and the closed triangle

The first lemma turns a positive pair minor into compatibility. The second extracts a positive quotient from a compatible pair, choosing 1 if both ratios vanish.

```lean
private theorem compatible_of_minor {a b s t d : ℝ} (hs : 0 < s) (ht : 0 < t)
    (hd : d ^ 2 < s * t) (ha : a = -d / s) (hb : b = -d / t) : Compatible a b := by
  by_cases h0 : d = 0
  · left
    simp [ha, hb, h0]
  · right
    have e : a * b = d ^ 2 / (s * t) := by
      rw [ha, hb, div_mul_div_comm]
      ring
    rw [e]
    exact ⟨div_pos (sq_pos_of_ne_zero h0) (mul_pos hs ht), (div_lt_one (mul_pos hs ht)).2 hd⟩

private theorem Compatible.quotient {a b : ℝ} (h : Compatible a b) : ∃ r, 0 < r ∧ a = b * r := by
  rcases h with ⟨ha, hb⟩ | h
  · exact ⟨1, one_pos, by rw [ha, hb, zero_mul]⟩
  · have hb : b ≠ 0 := by
      intro hb
      have := h.1
      rw [hb, mul_zero] at this
      exact lt_irrefl _ this
    refine ⟨a * b / b ^ 2, div_pos h.1 (sq_pos_of_ne_zero hb), ?_⟩
    field_simp
```

After substituting the quotients, the cyclic identity becomes `hz`, a vanishing product whose factors are $\nu_{10}$, $\nu_{21}$, $\nu_{02}$ and $rst-1$. The first two cases open the loop at an uncoupled pair. The last uses $(1,r,rs)$, whether $\nu_{02}=0$ or the loop closes.

```lean
/-- Compatible ratios that obey the cyclic identity admit positive diagonal compliances
`a, b, c` for which the off-diagonal compliances are symmetric. -/
theorem exists_diagonal {ν : Fin 3 → Fin 3 → ℝ} (h1 : Compatible (ν 0 1) (ν 1 0))
    (h2 : Compatible (ν 1 2) (ν 2 1)) (h3 : Compatible (ν 2 0) (ν 0 2))
    (hc : ν 0 1 * ν 1 2 * ν 2 0 = ν 1 0 * ν 2 1 * ν 0 2) :
    ∃ a b c : ℝ, 0 < a ∧ 0 < b ∧ 0 < c ∧
      ν 0 1 * a = ν 1 0 * b ∧ ν 1 2 * b = ν 2 1 * c ∧ ν 2 0 * c = ν 0 2 * a := by
  obtain ⟨r, hr, e1⟩ := h1.quotient
  obtain ⟨s, hs, e2⟩ := h2.quotient
  obtain ⟨t, ht, e3⟩ := h3.quotient
  rw [e1, e2, e3] at hc ⊢
  -- either the loop of quotients closes, or one pair of axes is uncoupled
  have hz : ν 1 0 * (ν 2 1 * (ν 0 2 * (r * s * t - 1))) = 0 := by linear_combination hc
  rcases mul_eq_zero.1 hz with h | hz
  · exact ⟨s * t, 1, s, by positivity, one_pos, hs, by rw [h]; ring, by ring, by ring⟩
  rcases mul_eq_zero.1 hz with h | hz
  · exact ⟨t, t * r, 1, ht, by positivity, one_pos, by ring, by rw [h]; ring, by ring⟩
  · exact ⟨1, r, r * s, one_pos, hr, by positivity, by ring, by ring,
      by linear_combination hz⟩
```

## The criterion with and without zero ratios

The forward half of `realizable_iff` combines the minors with the determinant formula. The backward half writes down the matrix `S` from $a,b,c$ and checks its leading minors. It uses the upper bound 1 only for $\nu_{01}\nu_{10}$ (`hlt`).

```lean
/-- Poisson ratios, zero or not, are realizable exactly when each pair is compatible, the cyclic
identity holds and the determinant expression is positive. -/
theorem realizable_iff (ν : Fin 3 → Fin 3 → ℝ) :
    Realizable ν ↔ Compatible (ν 0 1) (ν 1 0) ∧ Compatible (ν 1 2) (ν 2 1) ∧
      Compatible (ν 2 0) (ν 0 2) ∧ ν 0 1 * ν 1 2 * ν 2 0 = ν 1 0 * ν 2 1 * ν 0 2 ∧
      0 < 1 - ν 0 1 * ν 1 0 - ν 1 2 * ν 2 1 - ν 2 0 * ν 0 2 - 2 * (ν 0 1 * ν 1 2 * ν 2 0) := by
  constructor
  · rintro ⟨S, hS, h⟩
    obtain ⟨hp, m01, m12, m02, hd⟩ := hS.minors_pos
    have n10 := h 1 0 (by decide)
    have n20 := h 2 0 (by decide)
    have n21 := h 2 1 (by decide)
    rw [hS.1.apply 0 1] at n10
    rw [hS.1.apply 0 2] at n20
    rw [hS.1.apply 1 2] at n21
    have hc : ν 0 1 * ν 1 2 * ν 2 0 = ν 1 0 * ν 2 1 * ν 0 2 := by
      rw [h 0 1 (by decide), h 1 2 (by decide), h 0 2 (by decide), n10, n20, n21]
      ring
    refine ⟨compatible_of_minor (hp 0) (hp 1) m01 (h 0 1 (by decide)) n10,
      compatible_of_minor (hp 1) (hp 2) m12 (h 1 2 (by decide)) n21,
      compatible_of_minor (hp 2) (hp 0) (by linarith) n20 (h 0 2 (by decide)), hc, ?_⟩
    rw [det_eq (fun i j hij => by rw [h i j hij, div_mul_cancel₀ _ (hp i).ne', neg_neg]) hc] at hd
    exact (mul_pos_iff_of_pos_left (mul_pos (mul_pos (hp 0) (hp 1)) (hp 2))).1 hd
  · rintro ⟨h1, h2, h3, hc, hd⟩
    obtain ⟨a, b, c, ha, hb, hc', e1, e2, e3⟩ := exists_diagonal h1 h2 h3 hc
    let S : Matrix (Fin 3) (Fin 3) ℝ := !![a, -(ν 0 1 * a), -(ν 0 2 * a);
      -(ν 1 0 * b), b, -(ν 1 2 * b); -(ν 2 0 * c), -(ν 2 1 * c), c]
    have hS : S.IsSymm := by
      ext i j
      fin_cases i <;> fin_cases j <;> simp [S] <;> linarith
    have hoff : ∀ i j, i ≠ j → S i j = -(ν i j * S i i) := by
      intro i j hij
      fin_cases i <;> fin_cases j <;> simp [S] at hij ⊢
    have hp : ∀ i, 0 < S i i := by
      intro i
      fin_cases i
      exacts [ha, hb, hc']
    have hlt : ν 0 1 * ν 1 0 < 1 := by
      rcases h1 with ⟨h, _⟩ | h
      · rw [h, zero_mul]
        exact one_pos
      · exact h.2
    refine ⟨S, stable_of_minors hS ha ?_ ?_, fun i j hij => ?_⟩
    · change 0 < a * b - (-(ν 0 1 * a)) ^ 2
      have e : a * b - (-(ν 0 1 * a)) ^ 2 = a * b * (1 - ν 0 1 * ν 1 0) := by
        linear_combination (-(ν 0 1 * a)) * e1
      rw [e]
      exact mul_pos (mul_pos ha hb) (by linarith)
    · rw [det_eq hoff hc]
      exact mul_pos (mul_pos (mul_pos (hp 0) (hp 1)) (hp 2)) hd
    · rw [eq_div_iff (hp i).ne', hoff i j hij, neg_neg]
```

For six nonzero ratios the zero alternative in `Compatible` is impossible, and `or_iff_right` removes it. This gives the criterion stated at the start.

```lean
/-- Six nonzero Poisson ratios are realizable exactly when the three products `ν_ij ν_ji` lie in
(0,1), the cyclic identity holds and the determinant expression is positive. -/
theorem realizable_iff_of_ne_zero (ν : Fin 3 → Fin 3 → ℝ) (hν : ∀ i j, i ≠ j → ν i j ≠ 0) :
    Realizable ν ↔ ν 0 1 * ν 1 0 ∈ Set.Ioo (0 : ℝ) 1 ∧ ν 1 2 * ν 2 1 ∈ Set.Ioo (0 : ℝ) 1 ∧
      ν 2 0 * ν 0 2 ∈ Set.Ioo (0 : ℝ) 1 ∧ ν 0 1 * ν 1 2 * ν 2 0 = ν 1 0 * ν 2 1 * ν 0 2 ∧
      0 < 1 - ν 0 1 * ν 1 0 - ν 1 2 * ν 2 1 - ν 2 0 * ν 0 2 - 2 * (ν 0 1 * ν 1 2 * ν 2 0) := by
  have key : ∀ i j, i ≠ j → (Compatible (ν i j) (ν j i) ↔ ν i j * ν j i ∈ Set.Ioo (0 : ℝ) 1) :=
    fun i j hij => or_iff_right (fun h => hν i j hij h.1)
  rw [realizable_iff, key 0 1 (by decide), key 1 2 (by decide), key 2 0 (by decide)]
```

## Uniqueness up to scale and the isotropic range

The factor in the next theorem is $k=T_{00}/S_{00}$: `diag` compares the diagonal entries through symmetry, and `off` recovers the others. Some coupling is needed, since every positive diagonal matrix has all six ratios zero.

```lean
/-- If the ratios `ν 1 0` and `ν 2 0` are nonzero, two stable compliances with the same Poisson
ratios differ only by a positive factor. -/
theorem compliance_unique_up_to_scale {S T : Matrix (Fin 3) (Fin 3) ℝ} {ν : Fin 3 → Fin 3 → ℝ}
    (hS : Stable S) (hT : Stable T) (hSν : HasRatios S ν) (hTν : HasRatios T ν)
    (h1 : ν 1 0 ≠ 0) (h2 : ν 2 0 ≠ 0) : ∃ k : ℝ, 0 < k ∧ T = k • S := by
  have off : ∀ {R : Matrix (Fin 3) (Fin 3) ℝ}, Stable R → HasRatios R ν →
      ∀ i j, i ≠ j → R i j = -(ν i j * R i i) := fun hR h i j hij => by
    rw [h i j hij, div_mul_cancel₀ _ (hR.minors_pos.1 i).ne', neg_neg]
  have s0 := hS.minors_pos.1 0
  -- symmetry ties every diagonal entry to the first one
  have diag : ∀ i, i ≠ 0 → ν i 0 ≠ 0 → T i i = T 0 0 / S 0 0 * S i i := by
    intro i hi hn
    have eS : ν i 0 * S i i = ν 0 i * S 0 0 := by
      linarith [off hS hSν i 0 hi, off hS hSν 0 i hi.symm, hS.1.apply 0 i]
    have eT : ν i 0 * T i i = ν 0 i * T 0 0 := by
      linarith [off hT hTν i 0 hi, off hT hTν 0 i hi.symm, hT.1.apply 0 i]
    rw [div_mul_eq_mul_div, eq_div_iff s0.ne']
    apply mul_left_cancel₀ hn
    linear_combination S 0 0 * eT - T 0 0 * eS
  have all : ∀ i, T i i = T 0 0 / S 0 0 * S i i := by
    intro i
    fin_cases i
    exacts [(div_mul_cancel₀ _ s0.ne').symm, diag 1 (by decide) h1, diag 2 (by decide) h2]
  refine ⟨T 0 0 / S 0 0, div_pos (hT.minors_pos.1 0) s0, ?_⟩
  ext i j
  rw [Matrix.smul_apply, smul_eq_mul]
  by_cases hij : i = j
  · rw [← hij]
    exact all i
  · rw [off hT hTν i j hij, off hS hSν i j hij, all i]
    ring
```

The last theorem applies the general criterion to a constant table. Its identity `e` is the factorisation of $\Delta$, and $p=0$ enters through the first alternative of `Compatible`.

```lean
/-- Six equal Poisson ratios `p` are realizable exactly when `-1 < p < 1/2`. -/
theorem realizable_equal_iff (p : ℝ) : Realizable (fun _ _ => p) ↔ -1 < p ∧ p < 1 / 2 := by
  rw [realizable_iff]
  have e : 1 - p * p - p * p - p * p - 2 * (p * p * p) = (1 + p) ^ 2 * (1 - 2 * p) := by ring
  constructor
  · rintro ⟨h, -, -, -, hd⟩
    have hd' : 0 < (1 + p) ^ 2 * (1 - 2 * p) := e ▸ hd
    have hlt := pos_of_mul_pos_right hd' (sq_nonneg _)
    refine ⟨?_, by linarith⟩
    rcases h with ⟨h, _⟩ | h
    · linarith
    · nlinarith [h.2]
  · rintro ⟨hl, hu⟩
    have hcomp : Compatible p p := by
      by_cases h0 : p = 0
      · exact Or.inl ⟨h0, h0⟩
      · exact Or.inr ⟨mul_self_pos.2 h0, by nlinarith⟩
    refine ⟨hcomp, hcomp, hcomp, rfl, ?_⟩
    rw [e]
    exact mul_pos (pow_pos (by linarith) 2) (by linarith)

end OrthotropicPoissonRatios
```

```lean
#print axioms OrthotropicPoissonRatios.realizable_iff_of_ne_zero
#print axioms OrthotropicPoissonRatios.compliance_unique_up_to_scale
#print axioms OrthotropicPoissonRatios.realizable_equal_iff
```

```
'OrthotropicPoissonRatios.realizable_iff_of_ne_zero' depends on axioms: [propext, Classical.choice, Quot.sound]
'OrthotropicPoissonRatios.compliance_unique_up_to_scale' depends on axioms: [propext, Classical.choice, Quot.sound]
'OrthotropicPoissonRatios.realizable_equal_iff' depends on axioms: [propext, Classical.choice, Quot.sound]
```
